# The alternating antiferromagnetic four-spin ring: a smooth ground-state energy and a perfect-pairing energy with a cusp

Four spins 1/2 on a ring, numbered 0 to 3, have the Hamiltonian

$$H=J(\mathbf s_0\cdot\mathbf s_1+\mathbf s_2\cdot\mathbf s_3)+K(\mathbf s_1\cdot\mathbf s_2+\mathbf s_3\cdot\mathbf s_0),\qquad \hbar=1.$$

For $J,K>0$ its lowest eigenvalue is

$$E_0=-\tfrac{J+K}{2}-R,\qquad R=\sqrt{J^2+K^2-JK},$$

which is smooth in the couplings. The better of the two nearest-neighbour singlet pairings has energy $-\tfrac32\max(J,K)$. This lies above $E_0$, has a cusp at $J=K$, and is $J/2$ too high there.

For this four-spin model, the result shows how choosing the lower of two fixed pairing schemes can put a kink in an energy curve that is smooth in the exact solution. "Perfect pairing" here means a product of rigid singlets on fixed sites, without the orbital optimisation or ionic terms of the electronic method.

```lean
import Mathlib

open Matrix

namespace AlternatingSpinRing

noncomputable section
```

## Spins, couplings and pairings

A state assigns a complex amplitude $\psi(a,b,c,d)$ to each of the 16 configurations, with 0 for up and 1 for down.

```lean
/-- A state of four spins 1/2: an amplitude for each configuration (0 is up, 1 is down). -/
abbrev State := (Fin 4 → Fin 2) → ℂ
```

The spin components are half the Pauli matrices, each acting on one site.

```lean
/-- The three spin-1/2 matrices, half the Pauli matrices. -/
def halfPauli : Fin 3 → Matrix (Fin 2) (Fin 2) ℂ :=
  ![!![0, 1/2; 1/2, 0], !![0, -Complex.I/2; Complex.I/2, 0], !![1/2, 0; 0, -1/2]]

/-- Component `a` of the spin on site `i`, acting on a state. -/
def spin (a : Fin 3) (i : Fin 4) (ψ : State) : State :=
  fun σ => ∑ t, halfPauli a (σ i) t * ψ (Function.update σ i t)
```

Summing over the three components gives $\mathbf s_i\cdot\mathbf s_j$, and four such bonds give $H$. Positive couplings are antiferromagnetic.

```lean
/-- The scalar product of the spins on sites `i` and `j`, acting on a state. -/
def bond (i j : Fin 4) (ψ : State) : State := fun σ => ∑ a, spin a i (spin a j ψ) σ

/-- The ring Hamiltonian J(s0.s1 + s2.s3) + K(s1.s2 + s3.s0), with sites numbered from 0. -/
def ringH (J K : ℝ) (ψ : State) : State := fun σ =>
  J * (bond 0 1 ψ σ + bond 2 3 ψ σ) + K * (bond 1 2 ψ σ + bond 3 0 ψ σ)
```

Let $\varepsilon(x,y)=y-x$ be the singlet amplitude. The two pairings are

$$A=\varepsilon(a,b)\,\varepsilon(c,d),\qquad B=\varepsilon(b,c)\,\varepsilon(d,a).$$

They are `pairJ` and `pairK`.

```lean
/-- Singlet amplitude of two spins: 1 for up-down, -1 for down-up, 0 for parallel spins. -/
def singlet (x y : Fin 2) : ℤ := ((y : ℕ) : ℤ) - ((x : ℕ) : ℤ)

/-- The unnormalised perfect pairing [01][23], with sites numbered from 0. -/
def pairJ : State := fun σ => ((singlet (σ 0) (σ 1) * singlet (σ 2) (σ 3) : ℤ) : ℂ)

/-- The unnormalised perfect pairing [12][30], with sites numbered from 0. -/
def pairK : State := fun σ => ((singlet (σ 1) (σ 2) * singlet (σ 3) (σ 0) : ℤ) : ℂ)
```

The energy of a pairing is $\langle\psi|H|\psi\rangle/\langle\psi|\psi\rangle$, so the missing normalisation does no harm. The pairing energy is the smaller of the two values.

```lean
/-- The expectation value of the ring Hamiltonian in a nonzero state. -/
def meanEnergy (J K : ℝ) (ψ : State) : ℝ := ((star ψ ⬝ᵥ ringH J K ψ) / (star ψ ⬝ᵥ ψ)).re

/-- The energy of the better of the two perfect pairings. -/
def pairingEnergy (J K : ℝ) : ℝ := min (meanEnergy J K pairJ) (meanEnergy J K pairK)

/-- The closed expression -(J+K)/2 - sqrt(J² + K² - JK). -/
def exactEnergy (J K : ℝ) : ℝ := -(J + K) / 2 - √(J ^ 2 + K ^ 2 - J * K)
```

## Scalar products as exchanges

For parallel spins $\mathbf s_i\cdot\mathbf s_j$ gives $\tfrac14$. For antiparallel spins the $z$ part gives $-\tfrac14$, and the $x$ and $y$ parts exchange the spins with weight $\tfrac12$. Both cases read $\mathbf s_i\cdot\mathbf s_j=\tfrac12P_{ij}-\tfrac14$, where $P_{ij}$ exchanges the spins. Lean checks the four cases, then carries the identity over to two distinct sites of the ring.

```lean
/-- For two spins 1/2 the scalar product is half the exchange of the spins minus 1/4. -/
theorem two_spin_exchange (F : Fin 2 → Fin 2 → ℂ) (x y : Fin 2) :
    ∑ a, ∑ t, halfPauli a x t * ∑ u, halfPauli a y u * F t u = F y x / 2 - F x y / 4 := by
  have hI : Complex.I * Complex.I = -1 := Complex.I_mul_I
  fin_cases x <;> fin_cases y <;>
    simp [halfPauli, Fin.sum_univ_three, Fin.sum_univ_two] <;> grind

/-- On two different sites of the ring the scalar product of the spins is half the
exchange of the sites minus 1/4. -/
theorem bond_apply {i j : Fin 4} (hij : i ≠ j) (ψ : State) (σ : Fin 4 → Fin 2) :
    bond i j ψ σ = ψ (σ ∘ Equiv.swap i j) / 2 - ψ σ / 4 := by
  have h1 : σ ∘ Equiv.swap i j = Function.update (Function.update σ i (σ j)) j (σ i) := by
    funext k
    rcases eq_or_ne k j with rfl | hj
    · simp
    rcases eq_or_ne k i with rfl | hi
    · simp [hj]
    · simp [hi, hj, Equiv.swap_apply_of_ne_of_ne hi hj]
  have h2 : Function.update (Function.update σ i (σ i)) j (σ j) = σ := by simp
  have key := two_spin_exchange
    (fun t u => ψ (Function.update (Function.update σ i t) j u)) (σ i) (σ j)
  beta_reduce at key
  rw [h2, ← h1] at key
  simp only [bond, spin, Function.update_of_ne hij.symm]
  exact key
```

Adding the four bonds gives

$$\begin{aligned}(H\psi)(a,b,c,d)={}&\tfrac J2[\psi(b,a,c,d)+\psi(a,b,d,c)]\\&+\tfrac K2[\psi(a,c,b,d)+\psi(d,b,c,a)]-\tfrac{J+K}2\psi(a,b,c,d).\end{aligned}$$

```lean
/-- The Hamiltonian on amplitudes: neighbouring spins are exchanged with weights J/2 and K/2,
and the energy is shifted by -(J+K)/2. -/
theorem ringH_apply (J K : ℝ) (ψ : State) (a b c d : Fin 2) :
    ringH J K ψ ![a, b, c, d] = J / 2 * (ψ ![b, a, c, d] + ψ ![a, b, d, c])
      + K / 2 * (ψ ![a, c, b, d] + ψ ![d, b, c, a]) - (J + K) / 2 * ψ ![a, b, c, d] := by
  have s1 : ![a, b, c, d] ∘ Equiv.swap 0 1 = ![b, a, c, d] := by
    funext k; fin_cases k <;> rfl
  have s2 : ![a, b, c, d] ∘ Equiv.swap 2 3 = ![a, b, d, c] := by
    funext k; fin_cases k <;> rfl
  have s3 : ![a, b, c, d] ∘ Equiv.swap 1 2 = ![a, c, b, d] := by
    funext k; fin_cases k <;> rfl
  have s4 : ![a, b, c, d] ∘ Equiv.swap 3 0 = ![d, b, c, a] := by
    funext k; fin_cases k <;> rfl
  simp only [ringH, bond_apply (show (0 : Fin 4) ≠ 1 by decide),
    bond_apply (show (2 : Fin 4) ≠ 3 by decide), bond_apply (show (1 : Fin 4) ≠ 2 by decide),
    bond_apply (show (3 : Fin 4) ≠ 0 by decide), s1, s2, s3, s4]
  ring

/-- Two states agree if they agree on every list of four spin directions. -/
theorem state_ext {φ χ : State} (h : ∀ a b c d, φ ![a, b, c, d] = χ ![a, b, c, d]) :
    φ = χ := by
  funext σ
  have e : ![σ 0, σ 1, σ 2, σ 3] = σ := by funext k; fin_cases k <;> rfl
  have := h (σ 0) (σ 1) (σ 2) (σ 3)
  rwa [e] at this
```

## The two pairings form a closed space

The $J$ bonds act on their own singlets, giving $-\tfrac32JA$. For the $K$ bonds, expanding the products shows

$$\varepsilon(a,c)\,\varepsilon(b,d)=A-B,$$

so $P_{12}A=P_{30}A=A-B$. Hence

$$HA=\tfrac{K-3J}{2}A-KB,\qquad HB=\tfrac{J-3K}{2}B-JA,$$

the second by rotating the ring one site. Lean verifies both on all configurations.

```lean
/-- The Hamiltonian turns each perfect pairing into a combination of the two pairings. -/
theorem ringH_pairings (J K : ℝ) :
    ringH J K pairJ = (((K : ℂ) - 3 * J) / 2) • pairJ - (K : ℂ) • pairK ∧
    ringH J K pairK = (((J : ℂ) - 3 * K) / 2) • pairK - (J : ℂ) • pairJ := by
  have v : ∀ x : Fin 2, ((x : ℕ) : ℂ) = 0 ∨ ((x : ℕ) : ℂ) = 1 := by
    intro x; fin_cases x <;> simp
  have pJ : ∀ a b c d, pairJ ![a, b, c, d] = ((singlet a b * singlet c d : ℤ) : ℂ) :=
    fun _ _ _ _ => rfl
  have pK : ∀ a b c d, pairK ![a, b, c, d] = ((singlet b c * singlet d a : ℤ) : ℂ) :=
    fun _ _ _ _ => rfl
  constructor <;> refine state_ext fun a b c d => ?_ <;>
    simp only [ringH_apply, Pi.sub_apply, Pi.smul_apply, smul_eq_mul, pJ, pK, singlet] <;>
    push_cast <;>
    rcases v a with ha | ha <;> rcases v b with hb | hb <;> rcases v c with hc | hc <;>
    rcases v d with hd | hd <;> simp only [ha, hb, hc, hd] <;> ring
```

## The lowest eigenvalue on all 16 configurations

Take $\psi_0=(J-K+R)A+KB$. In $(H-E_0)\psi_0$ the coefficient of $A$ is $R^2-(J-K)^2-JK=0$, and that of $B$ is

$$K\left[-(J-K+R)+\tfrac{J-3K}2+\tfrac{J+K}2+R\right]=0.$$

The state is nonzero, since its amplitude at $(1,1,0,0)$ is $-K$.

Now suppose $H\psi=E\psi$ with $E<E_0$, and set $L=E+\tfrac{J+K}2<-R$. With at most one deviating spin, combine the amplitudes for its four positions with signs $++++$, $++--$, $+--+$, $+-+-$. Each combination $m$ obeys $(\lambda-L)m=0$, with $\lambda=J+K,\,J,\,K,\,0$ respectively. Since $\lambda-L>0$, all vanish (`h1`).

With two spins of each kind, the differences between a configuration and its spin flip obey the same type of equation, with $\lambda=J,0,K$. Let $\alpha,\beta,\gamma$ be the corresponding sums for the patterns $xxyy$, $xyxy$, $xyyx$. Then

$$(J-L)\alpha+K\beta=0,\quad (K-L)\gamma+J\beta=0,\quad K\alpha+J\gamma=L\beta.$$

Eliminating $\alpha$ and $\gamma$ leaves

$$(J+K-L)(R^2-L^2)\beta=0.$$

The first factor is positive and the second negative, so $\beta=0$, then $\alpha=\gamma=0$ (`h2`). Thus $\psi=0$, a contradiction.

`IsLeast` says that $E_0$ belongs to the set of real eigenvalues with nonzero eigenvectors and that none is smaller. No spin sector is singled out beforehand. In the code, `linear_combination` performs the eliminations and `cancel` removes the positive factors.

```lean
/-- For J, K > 0 the lowest eigenvalue of the alternating ring, among all states of the four
spins, is -(J+K)/2 - sqrt(J² + K² - JK). -/
theorem exactEnergy_isLeast {J K : ℝ} (hJ : 0 < J) (hK : 0 < K) :
    IsLeast {E : ℝ | ∃ ψ : State, ψ ≠ 0 ∧ ringH J K ψ = (E : ℂ) • ψ} (exactEnergy J K) := by
  have hS : 0 ≤ J ^ 2 + K ^ 2 - J * K := by nlinarith [sq_nonneg (J - K), mul_pos hJ hK]
  have hR := Real.sq_sqrt hS
  have hR0 := Real.sqrt_nonneg (J ^ 2 + K ^ 2 - J * K)
  unfold exactEnergy
  generalize √(J ^ 2 + K ^ 2 - J * K) = R at hR hR0 ⊢
  constructor
  · -- the ground state is a superposition of the two pairings
    refine ⟨((J : ℂ) - K + R) • pairJ + (K : ℂ) • pairK, fun h => ?_, ?_⟩
    · have h0 := congrFun h ![1, 1, 0, 0]
      have hA : pairJ ![1, 1, 0, 0] = 0 := by simp [pairJ, singlet]
      have hB : pairK ![1, 1, 0, 0] = -1 := by simp [pairK, singlet]
      simp only [Pi.add_apply, Pi.smul_apply, smul_eq_mul, hA, hB, Pi.zero_apply] at h0
      have h1 : (K : ℂ) = 0 := by linear_combination -h0
      exact hK.ne' (by exact_mod_cast h1)
    · have hRc : (R : ℂ) ^ 2 = J ^ 2 + K ^ 2 - J * K := by exact_mod_cast hR
      refine state_ext fun a b c d => ?_
      have e1 := congrFun (ringH_pairings J K).1 ![a, b, c, d]
      have e2 := congrFun (ringH_pairings J K).2 ![a, b, c, d]
      simp only [ringH_apply, Pi.add_apply, Pi.sub_apply, Pi.smul_apply, smul_eq_mul]
        at e1 e2 ⊢
      push_cast
      linear_combination ((J : ℂ) - K + R) * e1 + (K : ℂ) * e2 + pairJ ![a, b, c, d] * hRc
  · rintro E ⟨ψ, hψ, hE⟩
    by_contra hlt
    obtain ⟨L, hL⟩ : ∃ L, L = E + (J + K) / 2 := ⟨_, rfl⟩
    have hLR : L < -R := by linarith [not_le.mp hlt]
    have q : ∀ a b c d, (J : ℂ) / 2 * (ψ ![b, a, c, d] + ψ ![a, b, d, c])
        + K / 2 * (ψ ![a, c, b, d] + ψ ![d, b, c, a]) = L * ψ ![a, b, c, d] := by
      intro a b c d
      have h := congrFun hE ![a, b, c, d]
      simp only [ringH_apply, Pi.smul_apply, smul_eq_mul] at h
      rw [hL]
      push_cast
      linear_combination h
    have cancel : ∀ x : ℝ, 0 ≤ x → ∀ z : ℂ, ((x : ℂ) - L) * z = 0 → z = 0 := by
      intro x hx z hz
      refine (mul_eq_zero.mp hz).resolve_left fun h => ?_
      have : x - L = 0 := by exact_mod_cast h
      linarith
    -- at most one deviating spin: four decoupled modes
    have h1 : ∀ x y, ψ ![y, x, x, x] = 0 ∧ ψ ![x, y, x, x] = 0 ∧ ψ ![x, x, y, x] = 0 ∧
        ψ ![x, x, x, y] = 0 := by
      intro x y
      have q0 := q y x x x
      have q1 := q x y x x
      have q2 := q x x y x
      have q3 := q x x x y
      have m1 := cancel (J + K) (by linarith)
        (ψ ![y, x, x, x] + ψ ![x, y, x, x] + ψ ![x, x, y, x] + ψ ![x, x, x, y])
        (by push_cast; linear_combination q0 + q1 + q2 + q3)
      have m2 := cancel J hJ.le
        (ψ ![y, x, x, x] + ψ ![x, y, x, x] - ψ ![x, x, y, x] - ψ ![x, x, x, y])
        (by linear_combination q0 + q1 - q2 - q3)
      have m3 := cancel K hK.le
        (ψ ![y, x, x, x] - ψ ![x, y, x, x] - ψ ![x, x, y, x] + ψ ![x, x, x, y])
        (by linear_combination q0 - q1 - q2 + q3)
      have m4 := cancel 0 le_rfl
        (ψ ![y, x, x, x] - ψ ![x, y, x, x] + ψ ![x, x, y, x] - ψ ![x, x, x, y])
        (by push_cast; linear_combination q0 - q1 + q2 - q3)
      exact ⟨by linear_combination (m1 + m2 + m3 + m4) / 4,
        by linear_combination (m1 + m2 - m3 - m4) / 4,
        by linear_combination (m1 - m2 - m3 + m4) / 4,
        by linear_combination (m1 - m2 + m3 - m4) / 4⟩
    -- two spins of each kind: odd modes, and a cubic for the even ones
    have h2 : ∀ x y, ψ ![x, x, y, y] = 0 ∧ ψ ![x, y, x, y] = 0 ∧ ψ ![x, y, y, x] = 0 := by
      intro x y
      have a1 := q x x y y
      have a2 := q y y x x
      have b1 := q x y x y
      have b2 := q y x y x
      have c1 := q x y y x
      have c2 := q y x x y
      have oa := cancel J hJ.le (ψ ![x, x, y, y] - ψ ![y, y, x, x])
        (by linear_combination a1 - a2)
      have ob := cancel 0 le_rfl (ψ ![x, y, x, y] - ψ ![y, x, y, x])
        (by push_cast; linear_combination b1 - b2)
      have oc := cancel K hK.le (ψ ![x, y, y, x] - ψ ![y, x, x, y])
        (by linear_combination c1 - c2)
      have hne : (J : ℂ) ^ 2 + K ^ 2 - J * K - L ^ 2 ≠ 0 := by
        intro h
        have h' : J ^ 2 + K ^ 2 - J * K - L ^ 2 = 0 := by exact_mod_cast h
        nlinarith [mul_pos (show 0 < -L - R by linarith) (show 0 < -L + R by linarith)]
      have eb : ψ ![x, y, x, y] + ψ ![y, x, y, x] = 0 := by
        refine (mul_eq_zero.mp (cancel (J + K) (by linarith)
          (((J : ℂ) ^ 2 + K ^ 2 - J * K - L ^ 2) * (ψ ![x, y, x, y] + ψ ![y, x, y, x]))
          ?_)).resolve_left hne
        push_cast
        linear_combination (K : ℂ) * (K - L) * (a1 + a2) + (J : ℂ) * (J - L) * (c1 + c2)
          - ((J : ℂ) - L) * (K - L) * (b1 + b2)
      have ea := cancel J hJ.le (ψ ![x, x, y, y] + ψ ![y, y, x, x])
        (by linear_combination a1 + a2 - (K : ℂ) * eb)
      have ec := cancel K hK.le (ψ ![x, y, y, x] + ψ ![y, x, x, y])
        (by linear_combination c1 + c2 - (J : ℂ) * eb)
      exact ⟨by linear_combination (oa + ea) / 2, by linear_combination (ob + eb) / 2,
        by linear_combination (oc + ec) / 2⟩
    refine hψ (state_ext fun a b c d => ?_)
    have v : ∀ x : Fin 2, x = 0 ∨ x = 1 := by decide
    rcases v a with rfl | rfl <;> rcases v b with rfl | rfl <;> rcases v c with rfl | rfl <;>
      rcases v d with rfl | rfl <;> simp only [h1, h2, Pi.zero_apply]
```

## Energies of the pairings

Summing over configurations gives $\langle A|A\rangle=\langle B|B\rangle=4$ and $\langle A|B\rangle=2$, an overlap of $\tfrac12$ after normalisation.

```lean
/-- Each pairing has squared norm 4, and the overlap of the two pairings is 2. -/
theorem pairing_overlaps : star pairJ ⬝ᵥ pairJ = 4 ∧ star pairK ⬝ᵥ pairK = 4 ∧
    star pairJ ⬝ᵥ pairK = 2 ∧ star pairK ⬝ᵥ pairJ = 2 := by
  simp only [dotProduct, Pi.star_apply, pairJ, pairK, star_intCast]
  refine ⟨?_, ?_, ?_, ?_⟩
  · exact_mod_cast (by decide +kernel : ∑ σ : Fin 4 → Fin 2,
      (singlet (σ 0) (σ 1) * singlet (σ 2) (σ 3)) *
      (singlet (σ 0) (σ 1) * singlet (σ 2) (σ 3)) = 4)
  · exact_mod_cast (by decide +kernel : ∑ σ : Fin 4 → Fin 2,
      (singlet (σ 1) (σ 2) * singlet (σ 3) (σ 0)) *
      (singlet (σ 1) (σ 2) * singlet (σ 3) (σ 0)) = 4)
  · exact_mod_cast (by decide +kernel : ∑ σ : Fin 4 → Fin 2,
      (singlet (σ 0) (σ 1) * singlet (σ 2) (σ 3)) *
      (singlet (σ 1) (σ 2) * singlet (σ 3) (σ 0)) = 2)
  · exact_mod_cast (by decide +kernel : ∑ σ : Fin 4 → Fin 2,
      (singlet (σ 1) (σ 2) * singlet (σ 3) (σ 0)) *
      (singlet (σ 0) (σ 1) * singlet (σ 2) (σ 3)) = 2)
```

Therefore $\langle H\rangle_A=\tfrac{K-3J}2-\tfrac K2=-\tfrac32J$, and likewise $\langle H\rangle_B=-\tfrac32K$. The smaller value is $-\tfrac32\max(J,K)$.

```lean
/-- The better perfect pairing has energy -3 max(J,K)/2. -/
theorem pairingEnergy_eq (J K : ℝ) : pairingEnergy J K = -(3 * max J K / 2) := by
  obtain ⟨n1, n2, o1, o2⟩ := pairing_overlaps
  have e1 : meanEnergy J K pairJ = -(3 * J / 2) := by
    rw [meanEnergy, (ringH_pairings J K).1, dotProduct_sub, dotProduct_smul, dotProduct_smul,
      n1, o1, ← Complex.ofReal_re (-(3 * J / 2))]
    congr 1
    simp only [smul_eq_mul]
    push_cast
    ring
  have e2 : meanEnergy J K pairK = -(3 * K / 2) := by
    rw [meanEnergy, (ringH_pairings J K).2, dotProduct_sub, dotProduct_smul, dotProduct_smul,
      n2, o2, ← Complex.ofReal_re (-(3 * K / 2))]
    congr 1
    simp only [smul_eq_mul]
    push_cast
    ring
  rw [pairingEnergy, e1, e2]
  rcases le_total J K with h | h
  · rw [max_eq_right h, min_eq_right (by linarith)]
  · rw [max_eq_left h, min_eq_left (by linarith)]
```

## Smooth curve, cusp and gap

Since $R^2=(J-K)^2+JK>0$, the square root is smooth. Lean states this as continuous differentiability to every finite order, jointly in both couplings.

```lean
/-- For J, K > 0 the exact energy has continuous derivatives of every order in the couplings. -/
theorem exactEnergy_smooth {J K : ℝ} (hJ : 0 < J) (hK : 0 < K) (n : ℕ) :
    ContDiffAt ℝ n (fun p : ℝ × ℝ => exactEnergy p.1 p.2) (J, K) := by
  have hne : J ^ 2 + K ^ 2 - J * K ≠ 0 := by
    nlinarith [sq_nonneg (J - K), mul_pos hJ hK]
  have h1 : ContDiffAt ℝ n (fun p : ℝ × ℝ => -(p.1 + p.2) / 2) (J, K) := by fun_prop
  have h2 : ContDiffAt ℝ n (fun p : ℝ × ℝ => p.1 ^ 2 + p.2 ^ 2 - p.1 * p.2) (J, K) := by
    fun_prop
  exact h1.sub (h2.sqrt hne)
```

Write $E_{\rm P}(J,K)$ for the pairing energy. At fixed $K$,

$$|x|=-\tfrac43E_{\rm P}(K+x,K)-x-2K,$$

so a derivative of $E_{\rm P}$ at $J=K$ would make $|x|$ differentiable at zero.

```lean
/-- As a function of J at fixed K, the perfect-pairing energy is not differentiable at J = K. -/
theorem pairingEnergy_cusp (K : ℝ) :
    ¬ DifferentiableAt ℝ (fun J => pairingEnergy J K) K := by
  intro h
  have g : DifferentiableAt ℝ (fun J => pairingEnergy J K) (0 + K) := by rwa [zero_add]
  have h' : DifferentiableAt ℝ (fun x => pairingEnergy (x + K) K) 0 :=
    DifferentiableAt.comp (g := fun J => pairingEnergy J K) (f := fun x : ℝ => x + K) 0 g
      (by fun_prop)
  -- the absolute value is -4/3 times the pairing energy plus smooth terms
  have e : (abs : ℝ → ℝ) = fun x => -(4 / 3) * pairingEnergy (x + K) K - x - 2 * K := by
    funext x
    rw [pairingEnergy_eq]
    rcases le_total 0 x with hx | hx
    · rw [abs_of_nonneg hx, max_eq_left (by linarith)]; ring
    · rw [abs_of_nonpos hx, max_eq_right (by linarith)]; ring
  apply not_differentiableAt_abs_zero
  rw [e]
  exact ((h'.const_mul _).sub differentiableAt_id).sub_const _
```

From $R^2=(J-\tfrac K2)^2+\tfrac34K^2$ follows $R>J-\tfrac K2$, hence $E_0<-\tfrac32J$. Exchanging the couplings gives $E_0<-\tfrac32K$.

```lean
/-- For J, K > 0 the better perfect pairing lies strictly above the exact energy. -/
theorem exactEnergy_lt_pairingEnergy {J K : ℝ} (hJ : 0 < J) (hK : 0 < K) :
    exactEnergy J K < pairingEnergy J K := by
  have h1 : J - K / 2 < √(J ^ 2 + K ^ 2 - J * K) :=
    Real.lt_sqrt_of_sq_lt (by nlinarith [mul_pos hK hK])
  have h2 : K - J / 2 < √(J ^ 2 + K ^ 2 - J * K) :=
    Real.lt_sqrt_of_sq_lt (by nlinarith [mul_pos hJ hJ])
  rw [pairingEnergy_eq, exactEnergy]
  rcases le_total J K with h | h
  · rw [max_eq_right h]; linarith
  · rw [max_eq_left h]; linarith
```

At $J=K$ we have $R=J$, so $E_0=-2J$ while the pairing energy is $-\tfrac32J$.

```lean
/-- At equal couplings J > 0 the perfect-pairing energy is too high by J/2. -/
theorem pairing_error_uniform {J : ℝ} (hJ : 0 < J) :
    pairingEnergy J J - exactEnergy J J = J / 2 := by
  have h : √(J ^ 2 + J ^ 2 - J * J) = J := by
    rw [show J ^ 2 + J ^ 2 - J * J = J ^ 2 by ring, Real.sqrt_sq hJ.le]
  rw [pairingEnergy_eq, exactEnergy, h, max_self]
  ring

end

end AlternatingSpinRing
```

## A two-configuration calculation at J = 8, K = 3

A valence-bond calculation with both normalised pairings solves $\mathbf H\mathbf c=E\,\mathbf S\mathbf c$ with

$$\mathbf H=\begin{pmatrix}-12&-8.25\\-8.25&-4.5\end{pmatrix},\qquad \mathbf S=\begin{pmatrix}1&\tfrac12\\\tfrac12&1\end{pmatrix}.$$

Here $R=\sqrt{64+9-24}=7$, so $E_0=-5.5-7=-12.5$, against $-12$ for the better pairing. The coefficients are in the ratio $(J-K+R):K=12:3=4:1$. The first row confirms it: $4(-12)-8.25=-56.25=-12.5\,(4+\tfrac12)$.

```lean
#print axioms AlternatingSpinRing.exactEnergy_smooth
#print axioms AlternatingSpinRing.pairingEnergy_cusp
#print axioms AlternatingSpinRing.exactEnergy_lt_pairingEnergy
#print axioms AlternatingSpinRing.pairing_error_uniform
```

```
'AlternatingSpinRing.exactEnergy_smooth' depends on axioms: [propext, Classical.choice, Quot.sound]
'AlternatingSpinRing.pairingEnergy_cusp' depends on axioms: [propext, Classical.choice, Quot.sound]
'AlternatingSpinRing.exactEnergy_lt_pairingEnergy' depends on axioms: [propext, Classical.choice, Quot.sound]
'AlternatingSpinRing.pairing_error_uniform' depends on axioms: [propext, Classical.choice, Quot.sound]
```
